# Norms and energies of the states $S_-^k\psi$ below a high-spin state

Let $S_+$ and $S_-$ be the raising and lowering operators of the total spin and $S_z$ its projection, with $\hbar=1$. Let $S_+\psi=0$ and $S_z\psi=\tfrac m2\psi$, with $m$ a natural number. Then

$$\|S_-^k\psi\|^2=\frac{k!\,m!}{(m-k)!}\,\|\psi\|^2\quad(0\le k\le m),\qquad S_-^{m+1}\psi=0 .$$

If also $H\psi=E\psi$ and $H$ commutes with $S_-$, every $S_-^k\psi$ satisfies the same energy equation. For $\psi\neq0$, the states with $k=0,\dots,m$ are $m+1$ linearly independent eigenvectors of $H$.

## Normalisation and a test across spin sectors

For a restricted open-shell determinant with all unpaired spins up, $m$ is the number of unpaired electrons. A code that builds lower spin projections by applying $S_-$ can normalise them by dividing by $\sqrt{k!\,m!/(m-k)!}$ when $\psi$ has norm one.

The energy statement gives a test for spin-flip and active-space programs whose Hamiltonian commutes with $S_-$ on the space used: if $\psi$ is an eigenvector of that Hamiltonian with energy $E$, then $E$ must reappear among the eigenvalues in each sector $S_z=\tfrac m2-k$ with $k\le m$. The energy expectation value of a determinant that is not an eigenvector need not be among these eigenvalues. A missing value can point to a spin-dependent term in $H$ or to a determinant space not closed under both $S_-$ and $S_+$.

## From the commutators to the factorials

Write $\psi_k=S_-^k\psi$. From $[S_z,S_-]=-S_-$ and induction,

$$S_z\psi_{k+1}=S_-S_z\psi_k-S_-\psi_k=\left(\tfrac m2-k-1\right)\psi_{k+1}.$$

Next, $S_+\psi_{k+1}=(k+1)(m-k)\psi_k$. For $k=0$, $[S_+,S_-]=2S_z$ gives $S_+S_-\psi=S_-S_+\psi+2S_z\psi=m\psi$. In the induction step,

$$S_+\psi_{k+2}=S_-S_+\psi_{k+1}+2S_z\psi_{k+1}=\left[(k+1)(m-k)+m-2(k+1)\right]\psi_{k+1},$$

and the bracket equals $(k+2)(m-k-1)$. Since $S_-$ and $S_+$ are adjoint,

$$\|\psi_{k+1}\|^2=\langle\psi_k,S_+\psi_{k+1}\rangle=(k+1)(m-k)\|\psi_k\|^2 .$$

Multiplying these factors from the first flip to the $k$-th gives $k!\,m!/(m-k)!$. The factor vanishes at $k=m$, so $\psi_{m+1}=0$.

For the energy, $H\psi_{k+1}=S_-H\psi_k=E\psi_{k+1}$ by induction. If $\psi\ne0$, the norms show that $\psi_0,\dots,\psi_m$ are nonzero, and their distinct $S_z$ values make them independent.

Take two spins up, $m=2$, in the basis up-up, up-down, down-up, down-down. Successive lowering gives

$$(1,0,0,0)\to(0,1,1,0)\to(0,0,0,2)\to0,$$

with squared norms $1,2,4,0$. The formula gives $1!\,2!/1!=2$ and $2!\,2!/0!=4$. Let $H$ be the exchange Hamiltonian that swaps the two spins, in dimensionless form. It leaves each vector unchanged, so all three nonzero states have energy $1$.

## The ladder in Lean

`sz_lowered` and `raise_lowered` prove the formulas for $S_z\psi_k$ and $S_+\psi_{k+1}$ by induction; `linear_combination (norm := module)` rearranges the commutator and compares coefficients. `norm_sq_step` applies adjointness, then passes from a complex to a real equation. `norm_sq_lowered` iterates it, and `ladder_terminates` takes $k=m$. `energy_lowered` carries the energy along, and `degenerate_multiplet` combines nonzero norms with Mathlib's independence theorem for distinct eigenvalues.

```lean
import Mathlib

open scoped Nat InnerProductSpace

namespace SpinFlipLadder

variable {V : Type*} [NormedAddCommGroup V] [InnerProductSpace ℂ V]

/-- Spin operators `S₊`, `S₋`, `S_z` on a state space: `S₋` and `S₊` are adjoint to each other,
`[S_z, S₋] = -S₋` and `[S₊, S₋] = 2 S_z`. -/
structure IsSpinTriple (Sp Sm Sz : V →ₗ[ℂ] V) : Prop where
  adj : ∀ x y, ⟪Sm x, y⟫_ℂ = ⟪x, Sp y⟫_ℂ
  comm_z : ∀ x, Sz (Sm x) - Sm (Sz x) = -Sm x
  comm_pm : ∀ x, Sp (Sm x) - Sm (Sp x) = (2 : ℂ) • Sz x

private lemma pow_succ_apply (A : V →ₗ[ℂ] V) (k : ℕ) (x : V) :
    (A ^ (k + 1)) x = A ((A ^ k) x) := by
  rw [pow_succ', Module.End.mul_apply]

variable {Sp Sm Sz : V →ₗ[ℂ] V} {ψ : V} {m : ℕ}

/-- If `ψ` satisfies the `S_z` eigenvalue equation with value `m/2`, then applying `S₋` to it `k`
times gives a vector, possibly zero, that satisfies the equation with value `m/2 - k`. -/
theorem sz_lowered (S : IsSpinTriple Sp Sm Sz) (hz : Sz ψ = ((m : ℂ) / 2) • ψ) (k : ℕ) :
    Sz ((Sm ^ k) ψ) = ((m : ℂ) / 2 - k) • (Sm ^ k) ψ := by
  induction k with
  | zero => simpa using hz
  | succ k ih =>
    have h := S.comm_z ((Sm ^ k) ψ)
    rw [ih, map_smul] at h
    rw [pow_succ_apply]
    push_cast
    linear_combination (norm := module) h

/-- Raising the state with `k + 1` flips returns the state with `k` flips,
multiplied by `(k + 1)(m - k)`. -/
theorem raise_lowered (S : IsSpinTriple Sp Sm Sz) (hp : Sp ψ = 0)
    (hz : Sz ψ = ((m : ℂ) / 2) • ψ) (k : ℕ) :
    Sp ((Sm ^ (k + 1)) ψ) = (((k : ℂ) + 1) * ((m : ℂ) - k)) • (Sm ^ k) ψ := by
  induction k with
  | zero =>
    have h := S.comm_pm ψ
    rw [hp, map_zero, hz] at h
    simp only [zero_add, pow_one, pow_zero, Module.End.one_apply, Nat.cast_zero]
    linear_combination (norm := module) h
  | succ k ih =>
    -- move `S₊` past one `S₋`; the commutator contributes the spin projection
    have h := S.comm_pm ((Sm ^ (k + 1)) ψ)
    rw [ih, map_smul, ← pow_succ_apply Sm k ψ, sz_lowered S hz] at h
    rw [pow_succ_apply Sm (k + 1) ψ]
    push_cast at h ⊢
    linear_combination (norm := module) h

/-- One further spin flip multiplies the squared norm by `(k + 1)(m - k)`. -/
theorem norm_sq_step (S : IsSpinTriple Sp Sm Sz) (hp : Sp ψ = 0)
    (hz : Sz ψ = ((m : ℂ) / 2) • ψ) (k : ℕ) :
    ‖(Sm ^ (k + 1)) ψ‖ ^ 2 = ((k : ℝ) + 1) * ((m : ℝ) - k) * ‖(Sm ^ k) ψ‖ ^ 2 := by
  have h := S.adj ((Sm ^ k) ψ) ((Sm ^ (k + 1)) ψ)
  rw [← pow_succ_apply, raise_lowered S hp hz, inner_smul_right,
    inner_self_eq_norm_sq_to_K, inner_self_eq_norm_sq_to_K] at h
  -- compare the two real numbers inside `ℂ`
  apply Complex.ofReal_injective
  push_cast
  exact h

/-- The squared norm after `k ≤ m` spin flips of a high-spin state with projection `m/2`
is `k! m! / (m - k)!` times the original one. -/
theorem norm_sq_lowered (S : IsSpinTriple Sp Sm Sz) (hp : Sp ψ = 0)
    (hz : Sz ψ = ((m : ℂ) / 2) • ψ) (k : ℕ) (hk : k ≤ m) :
    ‖(Sm ^ k) ψ‖ ^ 2 = (k ! : ℝ) * (m ! : ℝ) / ((m - k)! : ℝ) * ‖ψ‖ ^ 2 := by
  induction k with
  | zero =>
    have h1 : (m ! : ℝ) ≠ 0 := Nat.cast_ne_zero.mpr (Nat.factorial_ne_zero _)
    simp [h1]
  | succ k ih =>
    have hf : ((m - k)! : ℝ) = ((m : ℝ) - k) * ((m - (k + 1))! : ℝ) := by
      have e : m - k = (m - (k + 1)) + 1 := by omega
      rw [e, Nat.factorial_succ]
      push_cast [Nat.cast_sub hk]
      ring
    have h0 : (m : ℝ) - k ≠ 0 := by
      have : (k : ℝ) + 1 ≤ m := by exact_mod_cast hk
      exact ne_of_gt (by linarith)
    have h1 : ((m - (k + 1))! : ℝ) ≠ 0 := Nat.cast_ne_zero.mpr (Nat.factorial_ne_zero _)
    rw [norm_sq_step S hp hz, ih (by omega), hf, Nat.factorial_succ]
    push_cast
    field_simp

/-- The ladder ends: `m + 1` spin flips annihilate a high-spin state with projection `m/2`. -/
theorem ladder_terminates (S : IsSpinTriple Sp Sm Sz) (hp : Sp ψ = 0)
    (hz : Sz ψ = ((m : ℂ) / 2) • ψ) : (Sm ^ (m + 1)) ψ = 0 := by
  have h := norm_sq_step S hp hz m
  rw [sub_self, mul_zero, zero_mul] at h
  exact norm_eq_zero.mp ((pow_eq_zero_iff two_ne_zero).mp h)

/-- If the Hamiltonian commutes with `S₋`, the spin-flipped states satisfy the energy equation
of the reference state with the same energy. -/
theorem energy_lowered {H : V →ₗ[ℂ] V} {E : ℂ} (hH : ∀ x, H (Sm x) = Sm (H x))
    (hE : H ψ = E • ψ) (k : ℕ) : H ((Sm ^ k) ψ) = E • (Sm ^ k) ψ := by
  induction k with
  | zero => simpa using hE
  | succ k ih => rw [pow_succ_apply, hH, ih, map_smul]

/-- For a nonzero high-spin eigenstate of a Hamiltonian commuting with `S₋`, the `m + 1` states
with `0, …, m` spin flips are linearly independent eigenvectors with the same energy. -/
theorem degenerate_multiplet (S : IsSpinTriple Sp Sm Sz) (hp : Sp ψ = 0)
    (hz : Sz ψ = ((m : ℂ) / 2) • ψ) (hψ : ψ ≠ 0) {H : V →ₗ[ℂ] V} {E : ℂ}
    (hH : ∀ x, H (Sm x) = Sm (H x)) (hE : H ψ = E • ψ) :
    LinearIndependent ℂ (fun k : Fin (m + 1) => (Sm ^ (k : ℕ)) ψ) ∧
      ∀ k : Fin (m + 1), Module.End.HasEigenvector H E ((Sm ^ (k : ℕ)) ψ) := by
  -- the norm formula shows that no state of the ladder vanishes
  have hne : ∀ k : Fin (m + 1), (Sm ^ (k : ℕ)) ψ ≠ 0 := by
    intro k h0
    have hn := norm_sq_lowered S hp hz k (by omega)
    have hpos : 0 < ((k : ℕ)! : ℝ) * (m ! : ℝ) / ((m - (k : ℕ))! : ℝ) * ‖ψ‖ ^ 2 := by
      have := norm_pos_iff.mpr hψ
      positivity
    rw [← hn, h0] at hpos
    simp at hpos
  refine ⟨?_, fun k => ⟨Module.End.mem_eigenspace_iff.mpr (energy_lowered hH hE k), hne k⟩⟩
  -- distinct spin projections give linear independence
  refine Module.End.eigenvectors_linearIndependent' Sz
    (fun k : Fin (m + 1) => (m : ℂ) / 2 - ((k : ℕ) : ℂ)) ?_ _
    (fun k => ⟨Module.End.mem_eigenspace_iff.mpr (sz_lowered S hz k), hne k⟩)
  intro a b h
  have h' : (m : ℂ) / 2 - ((a : ℕ) : ℂ) = (m : ℂ) / 2 - ((b : ℕ) : ℂ) := h
  have hab : ((a : ℕ) : ℂ) = ((b : ℕ) : ℂ) := by linear_combination -h'
  exact Fin.ext (by exact_mod_cast hab)

/-- States of two spins one-half, in the basis up-up, up-down, down-up, down-down. -/
abbrev Pair := EuclideanSpace ℂ (Fin 4)

/-- The total lowering operator of two spins one-half. -/
def pairLower : Pair →ₗ[ℂ] Pair where
  toFun x := !₂[0, x 0, x 0, x 1 + x 2]
  map_add' x y := by ext i; fin_cases i <;> simp; ring
  map_smul' c x := by ext i; fin_cases i <;> simp; ring

/-- The total raising operator of two spins one-half. -/
def pairRaise : Pair →ₗ[ℂ] Pair where
  toFun x := !₂[x 1 + x 2, x 3, x 3, 0]
  map_add' x y := by ext i; fin_cases i <;> simp; ring
  map_smul' c x := by ext i; fin_cases i <;> simp; ring

/-- The total spin projection of two spins one-half. -/
def pairSz : Pair →ₗ[ℂ] Pair where
  toFun x := !₂[x 0, 0, 0, -x 3]
  map_add' x y := by ext i; fin_cases i <;> simp; ring
  map_smul' c x := by ext i; fin_cases i <;> simp

/-- The exchange Hamiltonian that swaps the two spins. -/
def pairSwap : Pair →ₗ[ℂ] Pair where
  toFun x := !₂[x 0, x 2, x 1, x 3]
  map_add' x y := by ext i; fin_cases i <;> simp
  map_smul' c x := by ext i; fin_cases i <;> simp

/-- The state with both spins up. -/
def pairUp : Pair := !₂[1, 0, 0, 0]

/-- Two spins one-half with the exchange Hamiltonian and both spins up meet all the hypotheses
of the multiplet theorem, with `m = 2` and energy `1`. -/
theorem degenerate_multiplet_witness :
    IsSpinTriple pairRaise pairLower pairSz ∧ pairRaise pairUp = 0 ∧
      pairSz pairUp = (((2 : ℕ) : ℂ) / 2) • pairUp ∧ pairUp ≠ 0 ∧
      (∀ x, pairSwap (pairLower x) = pairLower (pairSwap x)) ∧
      pairSwap pairUp = (1 : ℂ) • pairUp := by
  refine ⟨⟨fun x y => ?_, fun x => ?_, fun x => ?_⟩, ?_, ?_, fun h => ?_, fun x => ?_, ?_⟩
  · simp [pairLower, pairRaise, PiLp.inner_apply, Fin.sum_univ_four]
    ring
  · ext i; fin_cases i <;> simp [pairLower, pairSz]
  · ext i; fin_cases i <;> simp [pairLower, pairRaise, pairSz]
    all_goals ring
  · ext i; fin_cases i <;> simp [pairRaise, pairUp]
  · ext i; fin_cases i <;> simp [pairSz, pairUp]
  · have h0 := congrArg (fun x : Pair => x 0) h
    simp [pairUp] at h0
  · ext i; fin_cases i <;> simp [pairLower, pairSwap, add_comm]
  · ext i; fin_cases i <;> simp [pairSwap, pairUp]

end SpinFlipLadder
```

```lean
#print axioms SpinFlipLadder.ladder_terminates
#print axioms SpinFlipLadder.energy_lowered
#print axioms SpinFlipLadder.degenerate_multiplet
```

```
'SpinFlipLadder.ladder_terminates' depends on axioms: [propext, Classical.choice, Quot.sound]
'SpinFlipLadder.energy_lowered' depends on axioms: [propext, Classical.choice, Quot.sound]
'SpinFlipLadder.degenerate_multiplet' depends on axioms: [propext, Classical.choice, Quot.sound]
```

## Which operators and Hamiltonians are covered

`V` is a complex inner product space of any dimension. `Sp`, `Sm` and `Sz` stand for $S_+$, $S_-$ and $S_z$, and `IsSpinTriple` assumes their adjointness and two commutators. All operators are linear maps defined on the whole of `V`, as they are in a finite basis. A Hamiltonian defined on only part of the Hilbert space is covered only when `V` is a subspace of its domain that it and the spin operators map into itself.

The hypotheses `hp` and `hz` say that $\psi$ is the top of its ladder. `hH` is the commutation of $H$ with $S_-$, which holds for a Hamiltonian without spin-dependent terms, also after projection onto a space closed under both $S_-$ and $S_+$, and generally fails with spin–orbit coupling or a magnetic field acting on the spins; it has to be established for the Hamiltonian a program actually diagonalises. `H` need not be Hermitian, and `E` may be complex. The bound `hk : k ≤ m` matters because natural-number subtraction stops at zero, which would make the factorial formula wrong beyond the end of the ladder.

`degenerate_multiplet_witness` checks every hypothesis for the two-spin example. The theorems concern exact arithmetic and give no bound on rounding errors.

Defining the spin operators as explicit sums over $N$ spins one-half would turn the commutators and adjointness into results to be proved, but would restrict the theorem to those spaces.
